# Cutting the Matsubara sum of a bare particle-hole pair at −N ≤ n < N leaves an error of −1/(2π²TN) to leading order

## Is my temperature trend just missing frequencies?

If I keep the same number of Matsubara frequencies while cooling, the truncation error changes and I can mistake it for a temperature dependence of the material. I see this in the bare particle-hole term that enters my Bethe-Salpeter equation, at zero transfer frequency. For two orbitals with energies a and b, I sum the product of their propagators over a finite frequency box. How large is the part I throw away, does it depend on the orbital pair, and is it really worse at low temperature?

## The same leading error for every pair, growing as 1/T at fixed N

To leading order you lose −1/(2π²TN), whatever a and b are. At fixed N this is worse when cold, as long as the cutoff frequency 2πTN stays well above |a| and |b|; on further cooling the leading term no longer describes the error. At a fixed cutoff frequency well above both energies, the leading error does not depend on temperature.

Set ħ = k_B = 1, measure the real energies a and b from the chemical potential, and let ωₙ = (2n+1)πT with T > 0. The full sum is

F = T Σₙ 1/((iωₙ − a)(iωₙ − b)), over all integers n,

and the box sum B_N keeps −N ≤ n < N. The error is F − B_N. Both propagators carry the same frequency, as in the particle-hole channel. In the particle-particle channel the second one carries −ωₙ, which reverses the sign of the leading error. If your code defines the particle-hole term with an extra minus sign, the correction changes sign too.

Start with the positive frequencies outside the box, n = k ≥ N. For k ≥ 1,

iω_k − a = k [2πiT + (iπT − a)/k],

so the energy drops out at large k. Writing g(k) for the summand,

k(k+1) g(k) = (1 + 1/k) / ([2πiT + (iπT − a)/k] [2πiT + (iπT − b)/k]) → 1/(2πiT)² = −1/(4π²T²).

Call this limit c. The comparison weights telescope, because 1/(k(k+1)) = 1/k − 1/(k+1):

Σ_{k≥N} 1/(k(k+1)) = 1/N.

Given ε > 0, every sufficiently large k satisfies |g(k) − c/(k(k+1))| ≤ ε/(k(k+1)). Summing from a large N onwards gives

|Σ_{k≥N} g(k) − c/N| ≤ ε/N,

so N times the positive tail tends to c.

For the negative frequencies put n = −(k+1), which lies below −N exactly when k ≥ N. Then ωₙ = −ω_k, and

(−iω_k − a)(−iω_k − b) = (iω_k + a)(iω_k + b).

This is a positive tail with energies −a and −b, and it has the same limit c. Together,

N (F − B_N) → T · 2c = −1/(2π²T).

The case a = b = 0 can be summed by hand. There F = −1/(4T), and the smallest nonempty box, N = 1, gives −2/(π²T). The error is about −0.047/T, while the leading formula gives −0.051/T.

In a calculation, the correction is one number added to the box sum of each orbital pair. With T = 0.025 eV and N = 100 it is about −0.020 eV⁻¹; at half the temperature and the same N it is about −0.041 eV⁻¹. For a = 1 eV and b = −1 eV the full sum is close to −0.5 eV⁻¹, so the missing part is about 4% at the higher temperature. The leading term is useful once 2πTN is well above |a| and |b|.

In the Lean file, `freq` is ωₙ, `pairTerm` is the summand, and `fullSum` and `boxSum` are F and B_N. The energies and temperature are real, the sums are complex, and `Finset.Ico` includes its lower end and excludes its upper end. `Tendsto … atTop (𝓝 x)` says that the sequence tends to x as N grows. The four final theorems say the following:

- `box_error_first_order`: for T > 0 and any real a, b, N times the error tends to −1/(2π²T).
- `error_ratio`: at equal N, the error at T₁ divided by the error at T₂ tends to T₂/T₁, even for two different orbital pairs.
- `error_at_cutoff`: the error times the cutoff frequency 2πTN tends to −1/π at every temperature.
- `corrected_box`: after −1/(2π²TN) is added to the box sum, N times the remaining error tends to zero.

These are limits at fixed temperature and energies; they give no error bound at a given N and no uniformity as T → 0. The propagators are bare, with no self-energy. The step left to you is from this sum to the solved Bethe-Salpeter equation, where the interaction vertex is truncated to the same box.

```lean
import Mathlib

open Filter Topology Complex

noncomputable section

namespace MatsubaraBox

/-- The fermionic Matsubara frequency `(2n+1)πT`. -/
def freq (T : ℝ) (n : ℤ) : ℝ := (2 * n + 1) * Real.pi * T

/-- The product of two bare propagators with orbital energies `a` and `b` at the `n`-th
Matsubara frequency, for `T > 0`. -/
def pairTerm (T a b : ℝ) (n : ℤ) : ℂ :=
  1 / ((I * (freq T n : ℂ) - a) * (I * (freq T n : ℂ) - b))

/-- The pair propagator summed over all Matsubara frequencies, for `T > 0`. -/
def fullSum (T a b : ℝ) : ℂ := T * ∑' n : ℤ, pairTerm T a b n

/-- The pair propagator summed over the frequency box `-N ≤ n < N`, for `T > 0`. -/
def boxSum (T a b : ℝ) (N : ℕ) : ℂ :=
  T * ∑ n ∈ Finset.Ico (-(N : ℤ)) (N : ℤ), pairTerm T a b n

/-- The comparison weight `1/(k(k+1))`, for `k ≥ 1`. -/
def weight (k : ℕ) : ℝ := 1 / ((k : ℝ) * (k + 1))

/-- The comparison weights from `N ≥ 1` onwards add up to exactly `1/N`. -/
theorem hasSum_weight {N : ℕ} (hN : 0 < N) :
    HasSum (fun k : ℕ => weight (k + N)) (1 / (N : ℝ)) := by
  have key : ∀ x : ℝ, 0 < x → 1 / (x * (x + 1)) = 1 / x - 1 / (x + 1) := by
    intro x hx
    rw [div_sub_div _ _ hx.ne' (by positivity)]
    congr 1
    ring
  -- the partial sums telescope
  have part : ∀ m : ℕ, ∑ k ∈ Finset.range m, weight (k + N)
      = 1 / (N : ℝ) - 1 / ((m : ℝ) + N) := by
    intro m
    induction m with
    | zero => simp
    | succ m ih =>
      have hpos : (0 : ℝ) < ((m + N : ℕ) : ℝ) := by
        exact_mod_cast Nat.add_pos_right m hN
      rw [Finset.sum_range_succ, ih, weight, key _ hpos]
      push_cast
      ring
  rw [hasSum_iff_tendsto_nat_of_nonneg (fun k => by unfold weight; positivity)]
  simp only [part]
  have h0 : Tendsto (fun m : ℕ => 1 / ((m : ℝ) + N)) atTop (𝓝 0) :=
    tendsto_const_nhds.div_atTop
      (tendsto_atTop_add_const_right _ _ tendsto_natCast_atTop_atTop)
  simpa using h0.const_sub (1 / (N : ℝ))

/-- If `k(k+1) g(k)` tends to `c`, then `g` is summable and `N` times its tail from `N`
onwards tends to `c`. -/
theorem tail_first_order {g : ℕ → ℂ} {c : ℂ}
    (h : Tendsto (fun k : ℕ => (k : ℂ) * (k + 1) * g k) atTop (𝓝 c)) :
    Summable g ∧ Tendsto (fun N : ℕ => (N : ℂ) * ∑' k : ℕ, g (k + N)) atTop (𝓝 c) := by
  -- beyond some index, g differs from c times the weight by a small multiple of the weight
  have bound : ∀ ε : ℝ, 0 < ε → ∃ M : ℕ, 0 < M ∧ ∀ k, M ≤ k →
      ‖g k - c * (weight k : ℂ)‖ ≤ ε * weight k := by
    intro ε hε
    obtain ⟨M, hM⟩ := Metric.tendsto_atTop.1 h ε hε
    refine ⟨M + 1, Nat.succ_pos M, fun k hk => ?_⟩
    have hk0 : (k : ℂ) ≠ 0 := Nat.cast_ne_zero.2 (by omega)
    have hw0 : 0 ≤ weight k := by unfold weight; positivity
    have hw : (k : ℂ) * (k + 1) * (weight k : ℂ) = 1 := by
      unfold weight
      push_cast
      exact mul_one_div_cancel (mul_ne_zero hk0 (Nat.cast_add_one_ne_zero k))
    have e : g k - c * (weight k : ℂ)
        = ((k : ℂ) * (k + 1) * g k - c) * (weight k : ℂ) := by
      linear_combination (-(g k)) * hw
    have hd := hM k (by omega)
    rw [dist_eq_norm] at hd
    rw [e, norm_mul, Complex.norm_real, Real.norm_of_nonneg hw0]
    exact mul_le_mul_of_nonneg_right hd.le hw0
  have hasC : ∀ N : ℕ, 0 < N →
      HasSum (fun k : ℕ => c * (weight (k + N) : ℂ)) (c * ((1 / (N : ℝ) : ℝ) : ℂ)) :=
    fun N hN => (Complex.ofRealCLM.hasSum (hasSum_weight hN)).mul_left c
  have hg : Summable g := by
    obtain ⟨M, hM0, hM⟩ := bound 1 one_pos
    have h1 : Summable (fun k : ℕ => g (k + M) - c * (weight (k + M) : ℂ)) :=
      Summable.of_norm_bounded (g := fun k : ℕ => 1 * weight (k + M))
        ((hasSum_weight hM0).summable.mul_left 1) (fun k => hM (k + M) (by omega))
    have h2 := h1.add (hasC M hM0).summable
    simp only [sub_add_cancel] at h2
    exact (summable_nat_add_iff M).1 h2
  refine ⟨hg, Metric.tendsto_atTop.2 fun ε hε => ?_⟩
  obtain ⟨M, hM0, hM⟩ := bound (ε / 2) (half_pos hε)
  refine ⟨M, fun N hN => ?_⟩
  have hN0 : 0 < N := by omega
  have hNr : (0 : ℝ) < N := by exact_mod_cast hN0
  have hNc : (N : ℂ) ≠ 0 := Nat.cast_ne_zero.2 hN0.ne'
  have hs := ((summable_nat_add_iff N).2 hg).hasSum.sub (hasC N hN0)
  have hb := tsum_of_norm_bounded ((hasSum_weight hN0).mul_left (ε / 2))
    (fun k => hM (k + N) (by omega))
  rw [hs.tsum_eq] at hb
  have e : (N : ℂ) * ∑' k : ℕ, g (k + N) - c
      = N * (∑' k : ℕ, g (k + N) - c * ((1 / (N : ℝ) : ℝ) : ℂ)) := by
    push_cast
    linear_combination c * mul_one_div_cancel hNc
  rw [dist_eq_norm, e, norm_mul, Complex.norm_natCast]
  calc (N : ℝ) * ‖∑' k : ℕ, g (k + N) - c * ((1 / (N : ℝ) : ℝ) : ℂ)‖
      ≤ N * (ε / 2 * (1 / N)) := mul_le_mul_of_nonneg_left hb hNr.le
    _ = ε / 2 * (N * (1 / N)) := by ring
    _ = ε / 2 := by rw [mul_one_div_cancel hNr.ne', mul_one]
    _ < ε := half_lt_self hε

/-- For `T > 0`, `k(k+1)` times the pair propagator tends to `-1/(4π²T²)` at high frequency,
for all orbital energies. -/
theorem pairTerm_decay {T : ℝ} (hT : 0 < T) (a b : ℝ) :
    Tendsto (fun k : ℕ => (k : ℂ) * (k + 1) * pairTerm T a b k) atTop
      (𝓝 (-1 / (4 * (Real.pi : ℂ) ^ 2 * (T : ℂ) ^ 2))) := by
  have hT' : (T : ℂ) ≠ 0 := Complex.ofReal_ne_zero.2 hT.ne'
  have hpi : (Real.pi : ℂ) ≠ 0 := Complex.ofReal_ne_zero.2 Real.pi_ne_zero
  have hne : 2 * (Real.pi : ℂ) * T * I ≠ 0 :=
    mul_ne_zero (mul_ne_zero (mul_ne_zero two_ne_zero hpi) hT') I_ne_zero
  have hy : Tendsto (fun k : ℕ => (k : ℂ)⁻¹) atTop (𝓝 0) := by
    have h0 : Tendsto (fun k : ℕ => (k : ℝ)⁻¹) atTop (𝓝 0) :=
      tendsto_inv_atTop_zero.comp tendsto_natCast_atTop_atTop
    simpa [Function.comp_def] using (Complex.continuous_ofReal.tendsto 0).comp h0
  -- each propagator, scaled by k, forgets its orbital energy
  have hP : ∀ e : ℝ, Tendsto (fun k : ℕ =>
      (2 * (Real.pi : ℂ) * T * I + (Real.pi * T * I - e) * (k : ℂ)⁻¹)⁻¹) atTop
      (𝓝 (2 * (Real.pi : ℂ) * T * I)⁻¹) := by
    intro e
    have h1 := (hy.const_mul ((Real.pi : ℂ) * T * I - e)).const_add
      (2 * (Real.pi : ℂ) * T * I)
    rw [mul_zero, add_zero] at h1
    exact h1.inv₀ hne
  have alg : ∀ k y p q : ℂ, k * y = 1 →
      (1 + y) * (p⁻¹ * q⁻¹) = k * (k + 1) * (1 / ((k * p) * (k * q))) := by
    intro k y p q h
    have hk : k⁻¹ = y := inv_eq_of_mul_eq_one_right h
    rw [one_div, mul_inv, mul_inv, mul_inv, hk]
    linear_combination (-(p⁻¹ * q⁻¹ * (k * y + 1 + y))) * h
  have lim := (hy.const_add 1).mul ((hP a).mul (hP b))
  have sq : 2 * (Real.pi : ℂ) * T * I * (2 * (Real.pi : ℂ) * T * I)
      = -(4 * (Real.pi : ℂ) ^ 2 * (T : ℂ) ^ 2) := by
    linear_combination (4 * (Real.pi : ℂ) ^ 2 * (T : ℂ) ^ 2) * I_sq
  rw [add_zero, one_mul, ← mul_inv, sq, inv_neg, ← one_div, ← neg_div] at lim
  refine lim.congr' ?_
  filter_upwards [eventually_gt_atTop 0] with k hk
  have h : (k : ℂ) * (k : ℂ)⁻¹ = 1 := mul_inv_cancel₀ (Nat.cast_ne_zero.2 hk.ne')
  have hA : ∀ e : ℝ, I * (freq T k : ℂ) - e
      = k * (2 * (Real.pi : ℂ) * T * I + (Real.pi * T * I - e) * (k : ℂ)⁻¹) := by
    intro e
    unfold freq
    push_cast
    linear_combination (-((Real.pi : ℂ) * T * I - e)) * h
  rw [pairTerm, hA a, hA b]
  exact alg _ _ _ _ h

/-- Reversing the sign of the Matsubara frequency is the same as reversing the signs of both
orbital energies. -/
theorem pairTerm_reflect (T a b : ℝ) (n : ℤ) :
    pairTerm T a b (-(n + 1)) = pairTerm T (-a) (-b) n := by
  have h : freq T (-(n + 1)) = -freq T n := by
    unfold freq
    push_cast
    ring
  unfold pairTerm
  rw [h]
  push_cast
  congr 1
  ring

/-- For `T > 0` the sum of the pair propagator over all Matsubara frequencies converges, and
the error of the frequency box is `T` times the two tails outside it. -/
theorem error_eq_tails {T : ℝ} (hT : 0 < T) (a b : ℝ) (N : ℕ) :
    Summable (pairTerm T a b) ∧ fullSum T a b - boxSum T a b N
      = T * (∑' k : ℕ, pairTerm T a b ((k + N : ℕ) : ℤ)
        + ∑' k : ℕ, pairTerm T (-a) (-b) ((k + N : ℕ) : ℤ)) := by
  have h1 : Summable (fun k : ℕ => pairTerm T a b k) :=
    (tail_first_order (pairTerm_decay hT a b)).1
  have h2 : Summable (fun k : ℕ => pairTerm T (-a) (-b) k) :=
    (tail_first_order (pairTerm_decay hT (-a) (-b))).1
  have h2' : HasSum (fun k : ℕ => pairTerm T a b (-((k : ℤ) + 1)))
      (∑' k : ℕ, pairTerm T (-a) (-b) k) := by
    simp only [pairTerm_reflect]
    exact h2.hasSum
  have hz := HasSum.of_nat_of_neg_add_one h1.hasSum h2'
  -- the box splits into its positive and negative frequencies
  have box : ∀ M : ℕ, ∑ n ∈ Finset.Ico (-(M : ℤ)) (M : ℤ), pairTerm T a b n
      = ∑ k ∈ Finset.range M, pairTerm T a b k
        + ∑ k ∈ Finset.range M, pairTerm T (-a) (-b) k := by
    intro M
    induction M with
    | zero => simp
    | succ M ih =>
      have hset : Finset.Ico (-((M + 1 : ℕ) : ℤ)) ((M + 1 : ℕ) : ℤ)
          = insert (-((M : ℤ) + 1)) (insert (M : ℤ) (Finset.Ico (-(M : ℤ)) (M : ℤ))) := by
        ext x
        simp only [Finset.mem_insert, Finset.mem_Ico]
        omega
      have n1 : -((M : ℤ) + 1) ∉ insert (M : ℤ) (Finset.Ico (-(M : ℤ)) (M : ℤ)) := by
        simp only [Finset.mem_insert, Finset.mem_Ico]
        omega
      have n2 : (M : ℤ) ∉ Finset.Ico (-(M : ℤ)) (M : ℤ) := by
        simp only [Finset.mem_Ico]
        omega
      rw [hset, Finset.sum_insert n1, Finset.sum_insert n2, ih, Finset.sum_range_succ,
        Finset.sum_range_succ, pairTerm_reflect]
      ring
  refine ⟨hz.summable, ?_⟩
  rw [fullSum, boxSum, hz.tsum_eq, box N, ← h1.sum_add_tsum_nat_add N,
    ← h2.sum_add_tsum_nat_add N]
  ring

/-- For `T > 0` and any real orbital energies, `N` times the error of the frequency box
`-N ≤ n < N` tends to `-1/(2π²T)`. -/
theorem box_error_first_order {T : ℝ} (hT : 0 < T) (a b : ℝ) :
    Tendsto (fun N : ℕ => (N : ℂ) * (fullSum T a b - boxSum T a b N)) atTop
      (𝓝 (-1 / (2 * (Real.pi : ℂ) ^ 2 * T))) := by
  have hT' : (T : ℂ) ≠ 0 := Complex.ofReal_ne_zero.2 hT.ne'
  have hpi : (Real.pi : ℂ) ≠ 0 := Complex.ofReal_ne_zero.2 Real.pi_ne_zero
  have t : ∀ a b : ℝ, Tendsto
      (fun N : ℕ => (N : ℂ) * ∑' k : ℕ, pairTerm T a b ((k + N : ℕ) : ℤ)) atTop
      (𝓝 (-1 / (4 * (Real.pi : ℂ) ^ 2 * (T : ℂ) ^ 2))) :=
    fun a b => (tail_first_order (pairTerm_decay hT a b)).2
  -- both tails contribute equally
  have h := ((t a b).add (t (-a) (-b))).const_mul (T : ℂ)
  have e : (T : ℂ) * (-1 / (4 * (Real.pi : ℂ) ^ 2 * (T : ℂ) ^ 2)
      + -1 / (4 * (Real.pi : ℂ) ^ 2 * (T : ℂ) ^ 2)) = -1 / (2 * (Real.pi : ℂ) ^ 2 * T) := by
    field_simp
    ring
  rw [e] at h
  refine h.congr fun N => ?_
  rw [(error_eq_tails hT a b N).2]
  ring

/-- At equal box size `N`, the ratio of the errors at two positive temperatures tends to the
inverse ratio of the temperatures, for any two orbital pairs. -/
theorem error_ratio {T₁ T₂ : ℝ} (h₁ : 0 < T₁) (h₂ : 0 < T₂) (a b c d : ℝ) :
    Tendsto (fun N : ℕ => (fullSum T₁ a b - boxSum T₁ a b N)
      / (fullSum T₂ c d - boxSum T₂ c d N)) atTop (𝓝 ((T₂ : ℂ) / T₁)) := by
  have h₁' : (T₁ : ℂ) ≠ 0 := Complex.ofReal_ne_zero.2 h₁.ne'
  have h₂' : (T₂ : ℂ) ≠ 0 := Complex.ofReal_ne_zero.2 h₂.ne'
  have hpi : (Real.pi : ℂ) ≠ 0 := Complex.ofReal_ne_zero.2 Real.pi_ne_zero
  have hne : -1 / (2 * (Real.pi : ℂ) ^ 2 * T₂) ≠ 0 :=
    div_ne_zero (neg_ne_zero.2 one_ne_zero)
      (mul_ne_zero (mul_ne_zero two_ne_zero (pow_ne_zero 2 hpi)) h₂')
  have h := (box_error_first_order h₁ a b).div (box_error_first_order h₂ c d) hne
  have e : -1 / (2 * (Real.pi : ℂ) ^ 2 * T₁) / (-1 / (2 * (Real.pi : ℂ) ^ 2 * T₂))
      = (T₂ : ℂ) / T₁ := by
    field_simp
  rw [e] at h
  refine h.congr' ?_
  filter_upwards [eventually_gt_atTop 0] with N hN
  exact mul_div_mul_left _ _ (Nat.cast_ne_zero.2 hN.ne')

/-- For `T > 0`, the box error times the cutoff frequency `2πTN` tends to `-1/π`, whatever the
temperature and the orbital energies. -/
theorem error_at_cutoff {T : ℝ} (hT : 0 < T) (a b : ℝ) :
    Tendsto (fun N : ℕ => (2 * (Real.pi : ℂ) * T * N) * (fullSum T a b - boxSum T a b N))
      atTop (𝓝 (-1 / (Real.pi : ℂ))) := by
  have hT' : (T : ℂ) ≠ 0 := Complex.ofReal_ne_zero.2 hT.ne'
  have hpi : (Real.pi : ℂ) ≠ 0 := Complex.ofReal_ne_zero.2 Real.pi_ne_zero
  have h := (box_error_first_order hT a b).const_mul (2 * (Real.pi : ℂ) * T)
  have e : 2 * (Real.pi : ℂ) * T * (-1 / (2 * (Real.pi : ℂ) ^ 2 * T))
      = -1 / (Real.pi : ℂ) := by
    field_simp
  rw [e] at h
  exact h.congr fun N => by ring

/-- For `T > 0`, once `-1/(2π²TN)` is added to the box sum, `N` times the remaining error
tends to zero. -/
theorem corrected_box {T : ℝ} (hT : 0 < T) (a b : ℝ) :
    Tendsto (fun N : ℕ => (N : ℂ) * (fullSum T a b
      - (boxSum T a b N + -1 / (2 * (Real.pi : ℂ) ^ 2 * T) / N))) atTop (𝓝 0) := by
  have h := (box_error_first_order hT a b).sub_const (-1 / (2 * (Real.pi : ℂ) ^ 2 * T))
  rw [sub_self] at h
  refine h.congr' ?_
  filter_upwards [eventually_gt_atTop 0] with N hN
  have hc : (N : ℂ) ≠ 0 := Nat.cast_ne_zero.2 hN.ne'
  linear_combination mul_div_cancel₀ (-1 / (2 * (Real.pi : ℂ) ^ 2 * T)) hc

end MatsubaraBox
```

```lean
#print axioms MatsubaraBox.error_eq_tails
#print axioms MatsubaraBox.error_ratio
#print axioms MatsubaraBox.error_at_cutoff
#print axioms MatsubaraBox.corrected_box
```

```
'MatsubaraBox.error_eq_tails' depends on axioms: [propext, Classical.choice, Quot.sound]
'MatsubaraBox.error_ratio' depends on axioms: [propext, Classical.choice, Quot.sound]
'MatsubaraBox.error_at_cutoff' depends on axioms: [propext, Classical.choice, Quot.sound]
'MatsubaraBox.corrected_box' depends on axioms: [propext, Classical.choice, Quot.sound]
```

The proof follows the derivation above. `hasSum_weight` gets the telescoped partial sums by induction and lets their upper end go to infinity. `tail_first_order` is the ε argument for a general complex sequence g. Its inner statement `bound` is used twice: with ε = 1 it gives summability by comparison with the weights, and with ε/2 it gives the limit of N times the tail.

`pairTerm_decay` supplies the constant c. Inside it, `hA` factors k out of each denominator, `hP` takes the limit of each scaled propagator, and `alg` reassembles the product. `pairTerm_reflect` is the sign change of the frequency.

`error_eq_tails` joins the nonnegative and negative integers into one convergent sum over all n. It splits the box in the same way, by an induction that adds one frequency at each end, and subtraction leaves the two tails. `box_error_first_order` adds their limits and multiplies by T. The last three theorems follow from it by dividing two such limits, multiplying by 2πT, and subtracting the limiting constant.
